# Applying a bosonic creation operator k times multiplies the squared norm by at least k!

To normalise a photon-added state, one divides $b^k w$ by its norm, where $b$ is the creation operator of one mode and $w$ is the initial state. For mutually adjoint $a, b$ with $ab-ba=1$, that norm is at least $\sqrt{k!}\,\|w\|$, so the division is safe for every $w\neq0$. Equality holds exactly when $k=0$ or $aw=0$.

In Lean 4 with Mathlib:

```lean
import Mathlib

open Polynomial
open scoped ComplexConjugate

namespace BosonicEnhancement

noncomputable section

variable {E : Type*} [NormedAddCommGroup E] [InnerProductSpace ℂ E]
```

`E` is a complex inner product space. It need not be complete, and no number basis or vacuum is assumed.

```lean
/-- An annihilation operator `a` and a creation operator `b` that are mutually adjoint and
satisfy the canonical commutation relation `ab - ba = 1`. -/
structure LadderPair (a b : E →ₗ[ℂ] E) : Prop where
  adjoint : ∀ x y, inner ℂ (a x) y = inner ℂ x (b y)
  comm : ∀ x, a (b x) - b (a x) = x
```

`E →ₗ[ℂ] E` is the type of linear maps from `E` to itself. `LadderPair a b` says that, for all vectors,
$$\langle ax,y\rangle=\langle x,by\rangle,\qquad a(bx)-b(ax)=x.$$
The inner product is conjugate-linear in its first slot, as in Dirac notation. Both operators act on all of `E`, so for an oscillator `E` is a common domain that they preserve, such as the finite combinations of number states, and not the full Hilbert space. Truncated oscillator matrices are not covered: the trace of a commutator vanishes, while that of a nonempty identity matrix does not.

```lean
variable {a b : E →ₗ[ℂ] E}

/-- Moving the annihilation operator through `k + 1` creation operators leaves `k + 1` copies
of the state with one creation operator fewer. -/
theorem annihilate_pow (h : LadderPair a b) (w : E) (k : ℕ) :
    a ((b ^ (k + 1)) w) = (b ^ (k + 1)) (a w) + ((k + 1 : ℕ) : ℂ) • (b ^ k) w := by
  have hc : ∀ x, a (b x) = b (a x) + x := fun x => by
    rw [add_comm]
    exact sub_eq_iff_eq_add.mp (h.comm x)
  induction k with
  | zero => simp [hc]
  | succ k ih =>
    have hp : ∀ x, (b ^ (k + 1 + 1)) x = b ((b ^ (k + 1)) x) := fun x => by
      rw [pow_succ' b (k + 1), Module.End.mul_apply]
    have hq : b ((b ^ k) w) = (b ^ (k + 1)) w := by
      rw [pow_succ' b k, Module.End.mul_apply]
    rw [hp, hp, hc, ih, map_add, map_smul, hq]
    push_cast
    module
```

In ordinary notation, $ab^{k+1}w=b^{k+1}aw+(k+1)b^kw$. For $k=0$ this is the commutation relation, rearranged in the code as `hc`. For the induction step,
$$\begin{aligned}ab^{k+2}w&=b\,(ab^{k+1}w)+b^{k+1}w\\&=b^{k+2}aw+(k+2)b^{k+1}w.\end{aligned}$$
The tactic `module` collects the multiples of $b^{k+1}w$.

```lean
/-- The squared norm after one more emission is `k + 1` times the previous one plus an overlap
that involves the annihilated state `a w`. -/
theorem emission_balance (h : LadderPair a b) (w : E) (k : ℕ) :
    ‖(b ^ (k + 1)) w‖ ^ 2 = ((k + 1 : ℕ) : ℝ) * ‖(b ^ k) w‖ ^ 2
      + (inner ℂ ((b ^ k) w) ((b ^ (k + 1)) (a w))).re := by
  have hn : ∀ x : E, (inner ℂ x x).re = ‖x‖ ^ 2 :=
    fun x => inner_self_eq_norm_sq (𝕜 := ℂ) x
  have hs : (inner ℂ ((b ^ (k + 1)) (a w)) ((b ^ k) w)).re
      = (inner ℂ ((b ^ k) w) ((b ^ (k + 1)) (a w))).re := by
    rw [← inner_conj_symm ((b ^ (k + 1)) (a w)) ((b ^ k) w), Complex.conj_re]
  -- one creation operator is moved to the other side as an annihilation operator
  have h1 := h.adjoint ((b ^ (k + 1)) w) ((b ^ k) w)
  have hq : b ((b ^ k) w) = (b ^ (k + 1)) w := by
    rw [pow_succ' b k, Module.End.mul_apply]
  rw [hq, annihilate_pow h, inner_add_left, inner_smul_left, map_natCast] at h1
  have h2 := congrArg Complex.re h1
  rw [Complex.add_re, Complex.mul_re, Complex.natCast_re, Complex.natCast_im, zero_mul,
    sub_zero, hn, hn, hs] at h2
  linarith
```

Move one $b$ across the inner product (`h.adjoint`), then apply the previous identity:
$$\begin{aligned}\|b^{k+1}w\|^2&=\langle ab^{k+1}w,b^kw\rangle\\&=(k+1)\|b^kw\|^2+\langle b^{k+1}aw,b^kw\rangle.\end{aligned}$$
Taking real parts allows the last inner product to be reversed, which is `hs`.

For $k=0$ and a unit vector $w$, the overlap is $\mathrm{Re}\langle baw,w\rangle=\|aw\|^2$ by adjointness, so this gives $\|bw\|^2=1+\|aw\|^2$. For an initially excited two-level emitter coupled to the mode in the rotating-wave approximation, the emission probability at lowest order in the coupling is proportional to $\|bw\|^2$, and these two terms give its spontaneous and stimulated parts.

```lean
/-- The overlap in the emission balance is at least `k!` times the squared norm of `a w`. -/
theorem overlap_bound (h : LadderPair a b) (w : E) (k : ℕ) :
    (k.factorial : ℝ) * ‖a w‖ ^ 2
      ≤ (inner ℂ ((b ^ k) w) ((b ^ (k + 1)) (a w))).re := by
  have hn : ∀ x : E, (inner ℂ x x).re = ‖x‖ ^ 2 :=
    fun x => inner_self_eq_norm_sq (𝕜 := ℂ) x
  induction k with
  | zero =>
    have h0 := congrArg Complex.re (h.adjoint w (a w))
    rw [hn] at h0
    simp [← h0]
  | succ k ih =>
    -- the overlap obeys a recursion whose extra term is a squared norm
    have h1 := h.adjoint ((b ^ (k + 1)) w) ((b ^ (k + 1)) (a w))
    have hq : b ((b ^ (k + 1)) (a w)) = (b ^ (k + 1 + 1)) (a w) := by
      rw [pow_succ' b (k + 1), Module.End.mul_apply]
    rw [hq, annihilate_pow h, inner_add_left, inner_smul_left, map_natCast] at h1
    have h2 := congrArg Complex.re h1
    rw [Complex.add_re, Complex.mul_re, Complex.natCast_re, Complex.natCast_im, zero_mul,
      sub_zero, hn] at h2
    rw [← h2, Nat.factorial_succ, Nat.cast_mul, mul_assoc]
    have h3 := mul_le_mul_of_nonneg_left ih (Nat.cast_nonneg (α := ℝ) (k + 1))
    have h4 := sq_nonneg ‖(b ^ (k + 1)) (a w)‖
    linarith
```

Write $G_k=\mathrm{Re}\langle b^kw,b^{k+1}aw\rangle$. The claim is $G_k\ge k!\,\|aw\|^2$. Adjointness gives $G_0=\|aw\|^2$, and moving one $b$ across again gives
$$\begin{aligned}G_{k+1}&=\mathrm{Re}\langle ab^{k+1}w,b^{k+1}aw\rangle\\&=\|b^{k+1}aw\|^2+(k+1)G_k.\end{aligned}$$
Dropping the squared norm and using the induction hypothesis yields $G_{k+1}\ge(k+1)!\,\|aw\|^2$.

```lean
/-- After `k` emissions, the next one multiplies the squared norm by at least `k + 1`, with an
excess of at least `k!` times the squared norm of `a w`. -/
theorem emission_step (h : LadderPair a b) (w : E) (k : ℕ) :
    ((k + 1 : ℕ) : ℝ) * ‖(b ^ k) w‖ ^ 2 + (k.factorial : ℝ) * ‖a w‖ ^ 2
      ≤ ‖(b ^ (k + 1)) w‖ ^ 2 := by
  rw [emission_balance h]
  have := overlap_bound h w k
  linarith
```

Inserting this bound into the balance gives
$$\|b^{k+1}w\|^2\ge(k+1)\|b^kw\|^2+k!\,\|aw\|^2.$$

```lean
/-- If `a` annihilates `w`, then `k` creation operators multiply its squared norm by exactly
`k!`. -/
theorem vacuum_norm (h : LadderPair a b) {w : E} (hw : a w = 0) (k : ℕ) :
    ‖(b ^ k) w‖ ^ 2 = (k.factorial : ℝ) * ‖w‖ ^ 2 := by
  induction k with
  | zero => simp
  | succ k ih =>
    rw [emission_balance h, hw, map_zero, inner_zero_right, Complex.zero_re, add_zero, ih,
      Nat.factorial_succ, Nat.cast_mul, mul_assoc]
```

If $aw=0$, the overlap in the balance is zero. Each step then multiplies the squared norm by exactly $k+1$, and induction gives $\|b^kw\|^2=k!\,\|w\|^2$.

```lean
/-- Bosonic enhancement: `k` creation operators multiply the squared norm of any vector by at
least `k!`, with equality exactly when `k = 0` or the vector is annihilated by `a`. -/
theorem bosonic_enhancement (h : LadderPair a b) (w : E) (k : ℕ) :
    (k.factorial : ℝ) * ‖w‖ ^ 2 ≤ ‖(b ^ k) w‖ ^ 2 ∧
      (‖(b ^ k) w‖ ^ 2 = (k.factorial : ℝ) * ‖w‖ ^ 2 ↔ k = 0 ∨ a w = 0) := by
  have bound : ∀ n : ℕ, (n.factorial : ℝ) * ‖w‖ ^ 2 ≤ ‖(b ^ n) w‖ ^ 2 := by
    intro n
    induction n with
    | zero => simp
    | succ n ih =>
      have h1 := emission_step h w n
      have h2 := mul_le_mul_of_nonneg_left ih (Nat.cast_nonneg (α := ℝ) (n + 1))
      have h3 : 0 ≤ (n.factorial : ℝ) * ‖a w‖ ^ 2 := by positivity
      rw [Nat.factorial_succ, Nat.cast_mul, mul_assoc]
      linarith
  refine ⟨bound k, fun he => ?_, ?_⟩
  · cases k with
    | zero => exact Or.inl rfl
    | succ n =>
      -- equality leaves no room for the excess term
      right
      have h1 := emission_step h w n
      have h2 := mul_le_mul_of_nonneg_left (bound n) (Nat.cast_nonneg (α := ℝ) (n + 1))
      rw [he, Nat.factorial_succ, Nat.cast_mul, mul_assoc] at h1
      have hf : (0 : ℝ) < n.factorial := by exact_mod_cast n.factorial_pos
      have h3 : ‖a w‖ ^ 2 ≤ 0 := by
        by_contra hc
        have := mul_pos hf (not_le.mp hc)
        linarith
      have h4 : ‖a w‖ ^ 2 = 0 := le_antisymm h3 (sq_nonneg _)
      exact norm_eq_zero.mp (pow_eq_zero_iff (two_ne_zero) |>.mp h4)
  · rintro (rfl | hw)
    · simp
    · exact vacuum_norm h hw k
```

The symbol `∧` joins the inequality to the equality criterion, and `↔` means "if and only if". The inequality follows by induction from `emission_step`, with its nonnegative excess discarded. For the criterion, suppose equality holds at $k=n+1$. Then
$$\begin{aligned}(n+1)!\,\|w\|^2&\ge(n+1)\|b^nw\|^2+n!\,\|aw\|^2\\&\ge(n+1)!\,\|w\|^2+n!\,\|aw\|^2,\end{aligned}$$
so $aw=0$. The converse is immediate for $k=0$ and is `vacuum_norm` for $aw=0$.

Without the commutation relation the bound can fail. Take the lowering and raising matrices of a two-level system as $a$ and $b$. They are mutually adjoint, but $b^2=0$, so $\|b^2w\|^2=0<2\|w\|^2$ for every nonzero $w$.

```lean
/-- The form on complex polynomials in which the monomials are orthogonal and `X ^ n` has
squared norm `n!`. -/
def fockForm (p q : ℂ[X]) : ℂ :=
  ∑ n ∈ Finset.range (p.natDegree + 1), (n.factorial : ℂ) * (conj (p.coeff n) * q.coeff n)
```

To exhibit a concrete oscillator algebra, take complex polynomials with
$$\langle p,q\rangle=\sum_{n\le\deg p}n!\,\overline{p_n}\,q_n,$$
where $p_n,q_n$ are the coefficients of $X^n$. The monomial $X^n$ plays the role of $b^n|0\rangle$; the normalised number state is $X^n/\sqrt{n!}$.

```lean
/-- The sum defining the form may be extended to any range beyond the degree of `p`. -/
theorem fockForm_eq (p q : ℂ[X]) (N : ℕ) (hN : p.natDegree < N) :
    fockForm p q
      = ∑ n ∈ Finset.range N, (n.factorial : ℂ) * (conj (p.coeff n) * q.coeff n) := by
  unfold fockForm
  apply Finset.sum_subset
  · intro n hn
    rw [Finset.mem_range] at *
    omega
  · intro n _ hn
    rw [Finset.mem_range] at hn
    rw [coeff_eq_zero_of_natDegree_lt (by omega), map_zero, zero_mul, mul_zero]
```

Coefficients of $p$ beyond its degree vanish, so the sum may run further. This lets two forms be compared over one range.

```lean
/-- The form of a polynomial with itself is the sum of `n!` times the squared moduli of its
coefficients. -/
theorem fockForm_self (p : ℂ[X]) :
    fockForm p p = ((∑ n ∈ Finset.range (p.natDegree + 1),
      (n.factorial : ℝ) * Complex.normSq (p.coeff n) : ℝ) : ℂ) := by
  simp only [fockForm, Complex.ofReal_sum, Complex.ofReal_mul, Complex.ofReal_natCast,
    Complex.normSq_eq_conj_mul_self]
```

Setting $q=p$ gives $\langle p,p\rangle=\sum_n n!\,|p_n|^2$, a real number.

```lean
/-- The form `fockForm` is a positive definite inner product on complex polynomials. -/
@[reducible] def fockCore : InnerProductSpace.Core ℂ ℂ[X] where
  inner := fockForm
  conj_inner_symm p q := by
    change conj (fockForm q p) = fockForm p q
    rw [fockForm_eq q p (p.natDegree + q.natDegree + 1) (by omega),
      fockForm_eq p q (p.natDegree + q.natDegree + 1) (by omega), map_sum]
    refine Finset.sum_congr rfl fun n _ => ?_
    simp only [map_mul, Complex.conj_conj, map_natCast]
    ring
  re_inner_nonneg p := by
    change 0 ≤ (fockForm p p).re
    rw [fockForm_self, Complex.ofReal_re]
    exact Finset.sum_nonneg fun n _ => mul_nonneg (Nat.cast_nonneg _) (Complex.normSq_nonneg _)
  add_left p q r := by
    change fockForm (p + q) r = fockForm p r + fockForm q r
    have hd := natDegree_add_le p q
    rw [fockForm_eq (p + q) r (p.natDegree + q.natDegree + 1) (by omega),
      fockForm_eq p r (p.natDegree + q.natDegree + 1) (by omega),
      fockForm_eq q r (p.natDegree + q.natDegree + 1) (by omega), ← Finset.sum_add_distrib]
    refine Finset.sum_congr rfl fun n _ => ?_
    simp only [coeff_add, map_add]
    ring
  smul_left p q c := by
    change fockForm (c • p) q = conj c * fockForm p q
    have hd := natDegree_smul_le c p
    rw [fockForm_eq (c • p) q (p.natDegree + 1) (by omega), fockForm, Finset.mul_sum]
    refine Finset.sum_congr rfl fun n _ => ?_
    simp only [coeff_smul, smul_eq_mul, map_mul]
    ring
  definite p hp := by
    change fockForm p p = 0 at hp
    rw [fockForm_self, Complex.ofReal_eq_zero, Finset.sum_eq_zero_iff_of_nonneg
      (fun n _ => mul_nonneg (Nat.cast_nonneg _) (Complex.normSq_nonneg _))] at hp
    have h1 := hp p.natDegree (Finset.mem_range.mpr (Nat.lt_succ_self _))
    have hf : (p.natDegree.factorial : ℝ) ≠ 0 := by exact_mod_cast p.natDegree.factorial_ne_zero
    have h2 := Complex.normSq_eq_zero.mp ((mul_eq_zero.mp h1).resolve_left hf)
    exact leadingCoeff_eq_zero.mp h2
```

`InnerProductSpace.Core` lists the inner product axioms. Symmetry and linearity are checked coefficient by coefficient, and positivity comes from the last formula. If $\langle p,p\rangle=0$, every term vanishes, including the leading one, so $p=0$.

```lean
/-- On complex polynomials with the inner product `fockForm`, differentiation and
multiplication by `X` are mutually adjoint and satisfy the canonical commutation relation. -/
theorem ladderPair_witness :
    (∀ p q : ℂ[X], fockCore.inner (derivative p) q = fockCore.inner p (X * q)) ∧
      (∀ p : ℂ[X], derivative (X * p) - X * derivative p = p) := by
  refine ⟨fun p q => ?_, fun p => ?_⟩
  · change fockForm (derivative p) q = fockForm p (X * q)
    have hd := natDegree_derivative_le p
    rw [fockForm_eq (derivative p) q (p.natDegree + 1) (by omega),
      fockForm_eq p (X * q) (p.natDegree + 1 + 1) (by omega),
      Finset.sum_range_succ' _ (p.natDegree + 1)]
    simp only [coeff_derivative, coeff_X_mul, coeff_X_mul_zero, mul_zero, add_zero]
    refine Finset.sum_congr rfl fun n _ => ?_
    rw [Nat.factorial_succ]
    simp only [map_mul, map_add, map_natCast, map_one, Nat.cast_mul, Nat.cast_add, Nat.cast_one]
    ring
  · rw [derivative_mul, derivative_X]
    ring

end

end BosonicEnhancement
```

With $a=d/dX$ and $b$ multiplication by $X$,
$$\begin{aligned}\langle p',q\rangle&=\sum_n n!\,(n+1)\,\overline{p_{n+1}}\,q_n\\&=\sum_n(n+1)!\,\overline{p_{n+1}}\,(Xq)_{n+1}=\langle p,Xq\rangle.\end{aligned}$$
The constant term of $Xq$ is zero, so nothing is lost in the shift. The product rule gives $(Xp)'-Xp'=p$. These are the two conditions in `LadderPair`, stated here directly for `fockCore`.

```lean
#print axioms BosonicEnhancement.bosonic_enhancement
```

```
'BosonicEnhancement.bosonic_enhancement' depends on axioms: [propext, Classical.choice, Quot.sound]
```
